# The Hamaker wavenumber integral of two dielectric half-spaces as a power series in the product of their reflection coefficients

## Permittivities, reflection coefficients and the gap

Two half-spaces with flat, parallel surfaces face each other across a gap of width \(D>0\). Their permittivities relative to the gap medium are \(\varepsilon_1\) and \(\varepsilon_2\), both real and positive. The electrostatic reflection coefficients and their product are

\[
r_j=\frac{\varepsilon_j-1}{\varepsilon_j+1}\quad(j=1,2),\qquad s=r_1r_2 .
\]

The wavenumber \(k\) is the magnitude of the wavevector parallel to the surfaces. A potential with this wavenumber decays as \(e^{-kD}\) across the gap, so the two surfaces are coupled by the matrix

\[
M(k)=\begin{pmatrix}1 & r_1e^{-kD}\\ r_2e^{-kD} & 1\end{pmatrix}.
\]

Only the product of the off-diagonal entries enters the determinant, so a convention that reverses the sign of both reflection coefficients gives the same result.

In a dispersion calculation, \(\varepsilon_j\) is the ratio of the permittivity of body \(j\) to that of the gap medium at one imaginary frequency. For passive media both permittivities are real and positive there, which is the physical content of the condition \(\varepsilon_j>0\). The case \(\varepsilon_j\ge 1\) is included.

The Hamaker integrand is the contribution of that single frequency, without prefactors:

\[
I(D)=\int_0^\infty k\,\ln\det M(k)\,dk .
\]

It has the dimension of an inverse area and is not itself the Hamaker constant.

## The closed form in the gap width

For \(\varepsilon_1,\varepsilon_2>0\) and \(D>0\), the determinant is \(\det M(k)=1-s\,e^{-2kD}\), and it is positive for every \(k\ge 0\). The integral converges, and

\[
I(D)=-\frac{1}{4D^2}\sum_{n=0}^{\infty}\frac{s^{\,n+1}}{(n+1)^3}.
\]

The sum starts at \(n=0\), as in the Lean file, so the term with index \(n\) belongs to \(n+1\) round trips across the gap. If \((\varepsilon_1-1)(\varepsilon_2-1)>0\), then \(I(D)<0\).

## Replacing quadrature at each imaginary frequency

A code that computes the non-retarded dispersion energy of two planar half-spaces with local, isotropic permittivities needs \(I(D)\) at each imaginary frequency, and it can sum the series in place of a quadrature over \(k\). In this model the gap width enters only through \(1/D^2\), so one evaluation of the series per frequency serves all separations.

## Expanding the logarithm in round trips

**Determinant.** Multiplying out the \(2\times2\) determinant gives \(1-r_1r_2e^{-kD}e^{-kD}=1-s\,e^{-2kD}\).

**Positivity.** For \(\varepsilon_j>0\),

\[
-(\varepsilon_j+1)<\varepsilon_j-1<\varepsilon_j+1 .
\]

Division by \(\varepsilon_j+1>0\) gives \(|r_j|<1\), and hence \(|s|<1\). Put \(u=e^{-2kD}\), so that \(0<u\le1\) for \(k\ge0\). Then

\[
1-su=(1-u)+u(1-s)>0,
\]

because the first term is non-negative and the second is positive.

**Moment of the exponential.** For \(a>0\), integration by parts gives

\[
\int_0^\infty k\,e^{-ak}\,dk=\Big[-\frac{k}{a}e^{-ak}\Big]_0^\infty+\frac1a\int_0^\infty e^{-ak}\,dk=\frac{1}{a^2}.
\]

**Convergence of the integral.** For \(|x|<1\), the series of the logarithm gives

\[
|\ln(1-x)|\le\sum_{n=0}^\infty\frac{|x|^{n+1}}{n+1}\le\sum_{n=0}^\infty|x|^{n+1}=\frac{|x|}{1-|x|}.
\]

With \(x=su\), we have \(|x|\le u\) and \(|x|\le|s|\). Therefore

\[
\big|k\ln(1-s\,e^{-2kD})\big|\le\frac{k\,e^{-2kD}}{1-|s|},
\]

and the right-hand side is integrable by the moment formula.

**Termwise integration.** For \(k>0\),

\[
k\ln(1-s\,e^{-2kD})=\sum_{n=0}^\infty F_n(k),\qquad
F_n(k)=-\frac{s^{\,n+1}}{n+1}\,k\,e^{-2D(n+1)k}.
\]

The moment formula with \(a=2D(n+1)\) gives

\[
\int_0^\infty F_n(k)\,dk=-\frac{s^{\,n+1}}{n+1}\cdot\frac{1}{4D^2(n+1)^2}
=-\frac{1}{4D^2}\,\frac{s^{\,n+1}}{(n+1)^3}.
\]

**Exchange of sum and integral.** The integrals of the absolute values satisfy

\[
\int_0^\infty|F_n(k)|\,dk=\frac{1}{4D^2}\,\frac{|s|^{n+1}}{(n+1)^3}\le\frac{|s|^n}{4D^2}.
\]

The bound is a convergent geometric series, so the sum and the integral may be exchanged. This yields the formula for \(I(D)\).

**Sign.** The product of the reflection coefficients is

\[
s=\frac{(\varepsilon_1-1)(\varepsilon_2-1)}{(\varepsilon_1+1)(\varepsilon_2+1)}.
\]

If the numerator is positive, then \(s>0\), every term of the series is positive, and the prefactor \(-1/(4D^2)\) makes \(I(D)\) negative.

## The Lean file

```lean
import Mathlib

open MeasureTheory Set

namespace HamakerIntegrand

noncomputable section

/-- Electrostatic reflection coefficient of a half-space whose permittivity relative to the
gap medium is `ε`. -/
def reflectionCoeff (ε : ℝ) : ℝ := (ε - 1) / (ε + 1)

/-- Matrix coupling the two surfaces across a gap of width `D` at lateral wavenumber `k`. -/
def roundTrip (ε₁ ε₂ D k : ℝ) : Matrix (Fin 2) (Fin 2) ℝ :=
  !![1, reflectionCoeff ε₁ * Real.exp (-(k * D));
     reflectionCoeff ε₂ * Real.exp (-(k * D)), 1]

/-- The integral over wavenumbers `k > 0` of `k` times the logarithm of the determinant of the
coupling matrix. -/
def hamakerIntegrand (ε₁ ε₂ D : ℝ) : ℝ :=
  ∫ k in Ioi (0 : ℝ), k * Real.log (roundTrip ε₁ ε₂ D k).det

/-- The determinant of the coupling matrix is one minus the amplitude of a round trip
across the gap. -/
theorem det_roundTrip (ε₁ ε₂ D k : ℝ) : (roundTrip ε₁ ε₂ D k).det =
    1 - reflectionCoeff ε₁ * reflectionCoeff ε₂ * Real.exp (-(2 * D * k)) := by
  have he : Real.exp (-(2 * D * k)) = Real.exp (-(k * D)) * Real.exp (-(k * D)) := by
    rw [← Real.exp_add]
    congr 1
    ring
  rw [roundTrip, Matrix.det_fin_two_of, he]
  ring

/-- For positive permittivities the product of the two reflection coefficients has modulus
below one. -/
theorem abs_reflection_mul_lt_one {ε₁ ε₂ : ℝ} (h₁ : 0 < ε₁) (h₂ : 0 < ε₂) :
    |reflectionCoeff ε₁ * reflectionCoeff ε₂| < 1 := by
  have key : ∀ ε : ℝ, 0 < ε → |reflectionCoeff ε| < 1 := by
    intro ε h
    rw [reflectionCoeff, abs_lt]
    constructor
    · rw [lt_div_iff₀ (by linarith)]
      linarith
    · rw [div_lt_one (by linarith)]
      linarith
  rw [abs_mul]
  exact mul_lt_one_of_nonneg_of_lt_one_left (abs_nonneg _) (key _ h₁) (key _ h₂).le

/-- For positive permittivities and a positive gap width, the determinant of the coupling matrix is
positive at every wavenumber `k ≥ 0`. -/
theorem det_roundTrip_pos {ε₁ ε₂ D k : ℝ} (h₁ : 0 < ε₁) (h₂ : 0 < ε₂) (hD : 0 < D)
    (hk : 0 ≤ k) : 0 < (roundTrip ε₁ ε₂ D k).det := by
  rw [det_roundTrip]
  have hs := (abs_lt.1 (abs_reflection_mul_lt_one h₁ h₂)).2
  have hu : Real.exp (-(2 * D * k)) ≤ 1 :=
    Real.exp_le_one_iff.2 (by nlinarith [mul_nonneg hD.le hk])
  nlinarith [mul_pos (Real.exp_pos (-(2 * D * k))) (sub_pos.2 hs)]

/-- The first moment of a decaying exponential is integrable and equals `1 / a ^ 2`. -/
theorem exp_moment {a : ℝ} (ha : 0 < a) :
    IntegrableOn (fun k : ℝ => k * Real.exp (-(a * k))) (Ioi 0) ∧
      ∫ k in Ioi (0 : ℝ), k * Real.exp (-(a * k)) = 1 / a ^ 2 := by
  have h : ∫ k in Ioi (0 : ℝ), k * Real.exp (-(a * k)) = 1 / a ^ 2 := by
    have h := Real.integral_rpow_mul_exp_neg_mul_Ioi (a := 2) (r := a) two_pos ha
    rw [show (2 : ℝ) - 1 = 1 by norm_num] at h
    simp only [Real.rpow_one, Real.rpow_two, Real.Gamma_two, mul_one, one_div, inv_pow] at h
    rw [one_div]
    exact h
  refine ⟨?_, h⟩
  -- a non-integrable function would have integral zero
  by_contra hn
  have h0 := integral_undef hn
  exact (by positivity : (1 / a ^ 2 : ℝ) ≠ 0) (h.symm.trans h0)

/-- For `|s| < 1` and `D > 0`, the wavenumber integrand `k ln(1 - s exp(-2kD))` is integrable on `k
> 0`. -/
theorem integrableOn_log {s D : ℝ} (hs : |s| < 1) (hD : 0 < D) :
    IntegrableOn (fun k : ℝ => k * Real.log (1 - s * Real.exp (-(2 * D * k)))) (Ioi 0) := by
  have hm := ((exp_moment (a := 2 * D) (by positivity)).1).const_mul (1 / (1 - |s|))
  refine Integrable.mono' hm (Measurable.aestronglyMeasurable (by fun_prop)) ?_
  refine (ae_restrict_iff' measurableSet_Ioi).2 (Filter.Eventually.of_forall fun k hk => ?_)
  have hk' : 0 < k := hk
  show ‖k * Real.log (1 - s * Real.exp (-(2 * D * k)))‖ ≤
    1 / (1 - |s|) * (k * Real.exp (-(2 * D * k)))
  have hu := Real.exp_pos (-(2 * D * k))
  have hu1 : Real.exp (-(2 * D * k)) ≤ 1 :=
    Real.exp_le_one_iff.2 (by nlinarith [mul_pos hD hk'])
  have hx : |s * Real.exp (-(2 * D * k))| = |s| * Real.exp (-(2 * D * k)) := by
    rw [abs_mul, Real.abs_exp]
  have hxs : |s * Real.exp (-(2 * D * k))| ≤ |s| := by
    rw [hx]
    exact mul_le_of_le_one_right (abs_nonneg s) hu1
  have hxu : |s * Real.exp (-(2 * D * k))| ≤ Real.exp (-(2 * D * k)) := by
    rw [hx]
    exact mul_le_of_le_one_left hu.le hs.le
  -- the logarithm decays like the round-trip amplitude
  have hb := Real.abs_log_sub_add_sum_range_le (hxs.trans_lt hs) 0
  simp only [Finset.range_zero, Finset.sum_empty, zero_add, pow_one] at hb
  have hc := hb.trans (div_le_div₀ hu.le hxu (sub_pos.2 hs) (sub_le_sub_left hxs 1))
  rw [Real.norm_eq_abs, abs_mul, abs_of_pos hk']
  calc _ ≤ k * (Real.exp (-(2 * D * k)) / (1 - |s|)) := mul_le_mul_of_nonneg_left hc hk'.le
    _ = _ := by ring

/-- Multiple-reflection expansion for `|s| < 1` and `D > 0`: the wavenumber integral is the sum of
the contributions of `n + 1` round trips. -/
theorem hasSum_reflections {s D : ℝ} (hs : |s| < 1) (hD : 0 < D) :
    HasSum (fun n : ℕ => -(1 / (4 * D ^ 2)) * (s ^ (n + 1) / ((n : ℝ) + 1) ^ 3))
      (∫ k in Ioi (0 : ℝ), k * Real.log (1 - s * Real.exp (-(2 * D * k)))) := by
  let F : ℕ → ℝ → ℝ := fun n k =>
    (-(s ^ (n + 1) / ((n : ℝ) + 1))) * (k * Real.exp (-(2 * D * ((n : ℝ) + 1) * k)))
  have ha : ∀ n : ℕ, 0 < 2 * D * ((n : ℝ) + 1) := fun n => by positivity
  have hI : ∀ n, ∫ k in Ioi (0 : ℝ), F n k =
      -(1 / (4 * D ^ 2)) * (s ^ (n + 1) / ((n : ℝ) + 1) ^ 3) := by
    intro n
    simp only [F]
    rw [integral_const_mul, (exp_moment (ha n)).2]
    field_simp
    ring
  have hN : ∀ n, ∫ k in Ioi (0 : ℝ), ‖F n k‖ =
      |s| ^ (n + 1) / ((n : ℝ) + 1) * (1 / (2 * D * ((n : ℝ) + 1)) ^ 2) := by
    intro n
    rw [← (exp_moment (ha n)).2, ← integral_const_mul]
    refine setIntegral_congr_fun measurableSet_Ioi fun k hk => ?_
    have hk' : 0 < k := hk
    have hn : (0 : ℝ) < (n : ℝ) + 1 := by positivity
    simp only [F, norm_mul, norm_neg, norm_div, norm_pow, Real.norm_eq_abs, abs_of_pos hk',
      Real.abs_exp, abs_of_pos hn]
  -- domination by a geometric series permits exchanging sum and integral
  have hsum : Summable fun n => ∫ k in Ioi (0 : ℝ), ‖F n k‖ := by
    simp_rw [hN]
    refine Summable.of_nonneg_of_le (fun n => by positivity) (fun n => ?_)
      ((summable_geometric_of_lt_one (abs_nonneg s) hs).mul_left (1 / (4 * D ^ 2)))
    have he : |s| ^ (n + 1) / ((n : ℝ) + 1) * (1 / (2 * D * ((n : ℝ) + 1)) ^ 2) =
        1 / (4 * D ^ 2) * (|s| ^ (n + 1) / ((n : ℝ) + 1) ^ 3) := by
      field_simp
      ring
    rw [he]
    refine mul_le_mul_of_nonneg_left ?_ (by positivity)
    have hn : (1 : ℝ) ≤ (n : ℝ) + 1 := by linarith [Nat.cast_nonneg (α := ℝ) n]
    exact (div_le_self (by positivity) (one_le_pow₀ hn)).trans
      (pow_le_pow_of_le_one (abs_nonneg s) hs.le (Nat.le_succ n))
  have h := hasSum_integral_of_summable_integral_norm (μ := volume.restrict (Ioi (0 : ℝ)))
    (F := F) (fun n => ((exp_moment (ha n)).1).const_mul _) hsum
  have hE : ∫ k in Ioi (0 : ℝ), ∑' n, F n k =
      ∫ k in Ioi (0 : ℝ), k * Real.log (1 - s * Real.exp (-(2 * D * k))) := by
    refine setIntegral_congr_fun measurableSet_Ioi fun k hk => ?_
    have hk' : 0 < k := hk
    have hx : |s * Real.exp (-(2 * D * k))| < 1 := by
      rw [abs_mul, Real.abs_exp]
      exact lt_of_le_of_lt (mul_le_of_le_one_right (abs_nonneg s)
        (Real.exp_le_one_iff.2 (by nlinarith [mul_pos hD hk']))) hs
    have hl := (Real.hasSum_pow_div_log_of_abs_lt_one hx).mul_left (-k)
    have hfun : (fun n => F n k) = fun n : ℕ =>
        -k * ((s * Real.exp (-(2 * D * k))) ^ (n + 1) / ((n : ℝ) + 1)) := by
      funext n
      have he : Real.exp (-(2 * D * ((n : ℝ) + 1) * k)) =
          Real.exp (-(2 * D * k)) ^ (n + 1) := by
        rw [← Real.exp_nat_mul]
        congr 1
        push_cast
        ring
      simp only [F]
      rw [he, mul_pow]
      ring
    have hF : HasSum (fun n => F n k)
        (k * Real.log (1 - s * Real.exp (-(2 * D * k)))) := by
      rw [hfun, ← neg_mul_neg k (Real.log (1 - s * Real.exp (-(2 * D * k))))]
      exact hl
    exact hF.tsum_eq
  rw [hE] at h
  simp_rw [hI] at h
  exact h

/-- For two dielectrics across a gap `D`, the wavenumber integral converges and equals
`-1/(4D²)` times the convergent series of `sⁿ/n³`, `n ≥ 1`, with `s` the product of the
reflection coefficients. -/
theorem hamakerIntegrand_eq {ε₁ ε₂ D : ℝ} (h₁ : 0 < ε₁) (h₂ : 0 < ε₂) (hD : 0 < D) :
    IntegrableOn (fun k => k * Real.log (roundTrip ε₁ ε₂ D k).det) (Ioi 0) ∧
    Summable (fun n : ℕ =>
      (reflectionCoeff ε₁ * reflectionCoeff ε₂) ^ (n + 1) / ((n : ℝ) + 1) ^ 3) ∧
    hamakerIntegrand ε₁ ε₂ D = -(1 / (4 * D ^ 2)) * ∑' n : ℕ,
      (reflectionCoeff ε₁ * reflectionCoeff ε₂) ^ (n + 1) / ((n : ℝ) + 1) ^ 3 := by
  have hs := abs_reflection_mul_lt_one h₁ h₂
  have h := hasSum_reflections hs hD
  have hc : -(1 / (4 * D ^ 2)) ≠ 0 := neg_ne_zero.2 (by positivity)
  simp only [hamakerIntegrand, det_roundTrip]
  exact ⟨integrableOn_log hs hD, (summable_mul_left_iff hc).1 h.summable,
    h.tsum_eq.symm.trans tsum_mul_left⟩

/-- For positive permittivities and a positive gap width, the wavenumber integral is negative when
both permittivities lie strictly on the same side of that of the gap medium. -/
theorem hamakerIntegrand_neg {ε₁ ε₂ D : ℝ} (h₁ : 0 < ε₁) (h₂ : 0 < ε₂) (hD : 0 < D)
    (hp : 0 < (ε₁ - 1) * (ε₂ - 1)) : hamakerIntegrand ε₁ ε₂ D < 0 := by
  obtain ⟨-, hsum, hE⟩ := hamakerIntegrand_eq h₁ h₂ hD
  have hs : 0 < reflectionCoeff ε₁ * reflectionCoeff ε₂ := by
    unfold reflectionCoeff
    rw [div_mul_div_comm]
    exact div_pos hp (by positivity)
  -- every term of the reflection series is positive
  have hpos : ∀ n : ℕ, 0 <
      (reflectionCoeff ε₁ * reflectionCoeff ε₂) ^ (n + 1) / ((n : ℝ) + 1) ^ 3 :=
    fun n => div_pos (pow_pos hs _) (by positivity)
  have ht := hsum.tsum_pos (fun n => (hpos n).le) 0 (hpos 0)
  rw [hE]
  exact mul_neg_of_neg_of_pos (neg_lt_zero.2 (by positivity)) ht

end

end HamakerIntegrand
```

```lean
#print axioms HamakerIntegrand.det_roundTrip_pos
#print axioms HamakerIntegrand.hamakerIntegrand_eq
#print axioms HamakerIntegrand.hamakerIntegrand_neg
```

```
'HamakerIntegrand.det_roundTrip_pos' depends on axioms: [propext, Classical.choice, Quot.sound]
'HamakerIntegrand.hamakerIntegrand_eq' depends on axioms: [propext, Classical.choice, Quot.sound]
'HamakerIntegrand.hamakerIntegrand_neg' depends on axioms: [propext, Classical.choice, Quot.sound]
```

## How the Lean statements describe the two bodies

`reflectionCoeff ε` is \(r\), and `roundTrip ε₁ ε₂ D k` is the real matrix \(M(k)\). `hamakerIntegrand ε₁ ε₂ D` is the Lebesgue integral of \(k\ln\det M(k)\) over `Ioi 0`, the open half-line \(k>0\). The definition contains the determinant itself, so the form \(1-s\,e^{-2kD}\) is proved and not built in.

`det_roundTrip` gives that form for all real arguments. `det_roundTrip_pos` gives positivity under the hypotheses `0 < ε₁`, `0 < ε₂`, `0 < D` and `0 ≤ k`.

The main theorem, `hamakerIntegrand_eq`, assumes `0 < ε₁`, `0 < ε₂` and `0 < D`. It has three parts: the function \(k\ln\det M(k)\) is integrable on \(k>0\), the series is summable, and the integral equals \(-1/(4D^2)\) times the sum. The integrability part states the convergence explicitly. Mathlib assigns the value zero to the integral of a non-integrable function, so an equation giving the value zero would not by itself establish convergence.

`hamakerIntegrand_neg` states the sign result. Its hypothesis `0 < (ε₁ - 1) * (ε₂ - 1)` says that both permittivities lie strictly above, or both strictly below, that of the gap medium.

## How the lemmas follow the derivation

`abs_reflection_mul_lt_one` proves \(|r|<1\) for one positive permittivity by clearing the denominator, and then multiplies the two bounds. In `det_roundTrip_pos`, the tactic `nlinarith` receives \(u\le1\) and \(u(1-s)>0\), the two ingredients of the decomposition used above.

`exp_moment` takes the value \(1/a^2\) from Mathlib's Gamma integral instead of integrating by parts. Integrability then follows by contradiction, since a non-integrable function would have integral zero and \(1/a^2\) is not zero.

`integrableOn_log` carries out the domination argument. The bound \(|x|/(1-|x|)\) comes from Mathlib's remainder estimate for the logarithm series with no terms retained, and `Integrable.mono'` transfers integrability from the dominating function.

`hasSum_reflections` contains the expansion, with `F n k` standing for \(F_n(k)\). Its intermediate facts match the derivation as follows:

- `hI` evaluates the integral of each term.
- `hN` evaluates the integral of its absolute value.
- `hsum` makes the comparison with the geometric series.
- `hE` identifies the pointwise sum with the logarithm.

The exchange itself is the Mathlib theorem `hasSum_integral_of_summable_integral_norm`.

`hamakerIntegrand_eq` then sets \(s=r_1r_2\) and takes the constant \(-1/(4D^2)\) out of the sum. `hamakerIntegrand_neg` uses the positivity of every term.

## Retardation, frequency sums and numerical error

The theorems concern one pair of fixed real permittivities. The frequency dependence of \(\varepsilon_j\), the integral or thermal sum over imaginary frequencies, and the prefactors that turn \(I(D)\) into an energy per area must be supplied by the code. Retardation, surface roughness, anisotropy and a permittivity that depends on \(k\) are absent from the model.

An ideal conductor has \(r=1\), which no finite \(\varepsilon\) reaches. A code that sets \(r_1=r_2=1\) in the static term for two metals therefore works at \(s=1\), where these theorems do not apply.

The sign theorem covers only permittivities on the same side of the gap medium; the file has no corresponding theorem for opposite sides. The equality holds for the full series in real arithmetic, so the truncation error and the rounding error of an implementation need their own estimates. Convergence slows as \(|s|\) approaches 1, which is where the choice of cutoff needs the most care.
